# Half mixing finds the retarded self-energy of a chain at band centre from every start in the lower half-plane

## One start, two update rules

Take the equation \(S=-1/S\) and the start \(S=-2i\). Inserting the start on the right gives \(-i/2\), and inserting that gives \(-2i\) again. The iteration alternates between these two values and never approaches the solution \(-i\).

Now average the old value with its update at each step:

\[
-2i,\qquad -\tfrac{5}{4}i,\qquad -\tfrac{41}{40}i,\qquad\ldots
\]

These numbers do approach \(-i\). The ratio \((S+i)/(S-i)\) shows how fast: along the sequence it takes the values \(1/3\), \(1/9\) and \(1/81\), each the square of the one before.

## The lead behind the equation

A semi-infinite chain with one orbital per site, on-site energy zero and nearest-neighbour hopping \(t>0\) acts on a site attached to its end by the same hopping \(t\) through a self-energy \(S\). This \(S\) is \(t^2\) times the Green function of the chain's first site. Removing that site leaves the same chain, so its Green function at energy \(E\) is \(1/(E-S)\), and

\[
S=\frac{t^2}{E-S}.
\]

At band centre, \(E=0\), this becomes \(S=-t^2/S\), with the solutions \(-it\) and \(+it\). The retarded solution is \(-it\): its negative imaginary part describes amplitude that leaks into the lead. The advanced solution is \(+it\).

Self-energies of this kind enter quantum-transport calculations as boundary conditions. For this non-interacting, single-channel lead at one energy, the results below show that averaging turns an iteration that cycles into one that converges, and that the half-plane of the start selects the branch.

## What is stated, in formulas and in Lean

Write \(P(S)=-t^2/S\) for the plain update, \(M(S)=(S+P(S))/2\) for the half-mixed update and \(w(S)=(S+it)/(S-it)\) for the ratio. In the file these are `plainStep t S`, `mixedStep t S` and `ratio t S`, where `t` is a real number, `S` a complex number and `I * t` stands for \(it\). The \(n\)-th half-mixed iterate \(S_n\) of the start \(S_0=S\) is `(mixedStep t)^[n] S`.

For \(t>0\) and \(\operatorname{Im}S<0\), the theorems say:

- `plainStep_eq_self_iff`: \(P(S)=S\) exactly when \(S=-it\).
- `plain_period_two`: if \(S\neq-it\), then \(P(P(S))=S\) and \(P(S)\neq S\), and the plain iterates have no limit in the complex numbers.
- `mixed_error`: for every \(n\), including \(n=0\),
\[
S_n+it=\frac{-2it\,w(S)^{2^n}}{1-w(S)^{2^n}}.
\]
- `mixed_tendsto_retarded`: \(S_n\to-it\).

The squaring law `ratio_mixedStep` needs only \(S\neq0\) and \(S\neq it\). For \(t>0\) and \(\operatorname{Im}S>0\), `mixed_tendsto_advanced` gives the limit \(+it\).

The file starts from the two update rules; the surface equation is not derived there from a Hamiltonian. "Retarded" refers to the solution with negative imaginary part, without a limit of vanishing broadening. Other energies, matrix-valued self-energies and rounding errors lie beyond this model.

## Why the plain update alternates

For \(S\neq0\), the equation \(P(S)=S\) means \(S^2+t^2=0\), or

\[
(S+it)(S-it)=0.
\]

If \(\operatorname{Im}S<0\), the second factor cannot vanish, so \(S=-it\). Applying the update twice gives

\[
P(P(S))=\frac{-t^2}{-t^2/S}=S.
\]

The even iterates are therefore all \(S\), and the odd ones are all \(P(S)\). If the whole sequence had a limit, that limit would equal both values, but they differ unless \(S=-it\).

## Why half mixing squares the ratio

Since \((\pm it)^2=-t^2\),

\[
M(S)\pm it=\frac{S^2-t^2\pm2itS}{2S}=\frac{(S\pm it)^2}{2S}.
\]

For \(S\neq it\), the expression with the lower sign is non-zero. Dividing the upper one by it cancels \(2S\) and leaves

\[
w(M(S))=w(S)^2.
\]

To repeat this step, the iterates must avoid \(0\) and \(it\). They do, because the lower half-plane is preserved:

\[
\operatorname{Im}M(S)=\frac{\operatorname{Im}S}{2}\left(1+\frac{t^2}{|S|^2}\right)<0 .
\]

Hence \(w(S_n)=w(S)^{2^n}\). The modulus of the starting ratio is below one, since

\[
|S-it|^2-|S+it|^2=-4t\operatorname{Im}S>0 .
\]

It remains to recover \(S_n\) from its ratio. Put \(w_n=w(S_n)\) and \(e_n=S_n+it\). Then \(S_n-it=e_n-2it\), so the definition of the ratio reads \(w_n(e_n-2it)=e_n\), and

\[
e_n=\frac{-2it\,w_n}{1-w_n}.
\]

The denominator is non-zero because \(|w_n|<1\). As \(n\) grows, \(w_n=w(S)^{2^n}\) tends to zero, and \(e_n\) with it.

For the upper half-plane, note that \(M(-S)=-M(S)\). A start with positive imaginary part therefore gives the negative of a sequence that converges to \(-it\), and its limit is \(+it\).

The limiting case between the half-planes behaves differently. A non-zero real start has \(|w(S)|=1\), and its update is again real, so the iterates cannot approach \(-it\). The condition \(\operatorname{Im}S<0\) thus cannot be relaxed to \(\operatorname{Im}S\le0\).

## The complete Lean file

```lean
import Mathlib

open Complex Filter Topology

namespace LeadSelfEnergyMixing

noncomputable section

/-- The plain update `S ↦ -t²/S` of the lead self-energy at band centre, for `S ≠ 0`. -/
def plainStep (t : ℝ) (S : ℂ) : ℂ := -(t : ℂ) ^ 2 / S

/-- The half-mixed update: the average of the old self-energy and its plain update,
for `S ≠ 0`. -/
def mixedStep (t : ℝ) (S : ℂ) : ℂ := (S + plainStep t S) / 2

/-- The ratio `(S + it)/(S - it)`, for `S ≠ it`. -/
def ratio (t : ℝ) (S : ℂ) : ℂ := (S + I * t) / (S - I * t)

/-- For `t > 0`, a self-energy with negative imaginary part is neither zero nor `it`. -/
lemma ne_of_im_neg {t : ℝ} {S : ℂ} (ht : 0 < t) (hS : S.im < 0) :
    S ≠ 0 ∧ S ≠ I * t := by
  constructor
  · intro h
    simp [h] at hS
  · intro h
    have h1 := congrArg Complex.im h
    simp at h1
    linarith

/-- For `t > 0`, the only self-energy with negative imaginary part that the plain update
leaves unchanged is `-it`. -/
theorem plainStep_eq_self_iff {t : ℝ} {S : ℂ} (ht : 0 < t) (hS : S.im < 0) :
    plainStep t S = S ↔ S = -(I * t) := by
  obtain ⟨hS0, hSt⟩ := ne_of_im_neg ht hS
  unfold plainStep
  rw [div_eq_iff hS0]
  constructor
  · intro h
    -- the fixed-point equation factorises into the two branches
    have h2 : (S + I * t) * (S - I * t) = 0 := by
      linear_combination -h - (t : ℂ) ^ 2 * I_sq
    rcases mul_eq_zero.mp h2 with h3 | h3
    · exact eq_neg_of_add_eq_zero_left h3
    · exact absurd (sub_eq_zero.mp h3) hSt
  · intro h
    rw [h]
    linear_combination -(t : ℂ) ^ 2 * I_sq

/-- For `t > 0`, from any start with negative imaginary part other than `-it`, the plain
iteration returns after two steps but not after one, and it has no limit. -/
theorem plain_period_two {t : ℝ} {S : ℂ} (ht : 0 < t) (hS : S.im < 0)
    (hne : S ≠ -(I * t)) :
    plainStep t (plainStep t S) = S ∧ plainStep t S ≠ S ∧
      ¬ ∃ L : ℂ, Tendsto (fun n : ℕ => (plainStep t)^[n] S) atTop (𝓝 L) := by
  have hS0 := (ne_of_im_neg ht hS).1
  have ht0 : (t : ℂ) ≠ 0 := ofReal_ne_zero.2 ht.ne'
  have h2 : plainStep t (plainStep t S) = S := by
    unfold plainStep
    field_simp
  have h1 : plainStep t S ≠ S := fun h => hne ((plainStep_eq_self_iff ht hS).1 h)
  refine ⟨h2, h1, ?_⟩
  rintro ⟨L, hL⟩
  have heven : ∀ n : ℕ, (plainStep t)^[2 * n] S = S := by
    intro n
    induction n with
    | zero => simp
    | succ n ih =>
      rw [show 2 * (n + 1) = 2 * n + 2 by ring, Function.iterate_add_apply]
      show (plainStep t)^[2 * n] (plainStep t (plainStep t S)) = S
      rw [h2, ih]
  have hodd : ∀ n : ℕ, (plainStep t)^[2 * n + 1] S = plainStep t S := by
    intro n
    rw [Function.iterate_succ_apply', heven]
  have e0 : Tendsto (fun n : ℕ => 2 * n) atTop atTop :=
    tendsto_atTop_atTop.2 fun b => ⟨b, fun a ha => by show b ≤ 2 * a; omega⟩
  have e1 : Tendsto (fun n : ℕ => 2 * n + 1) atTop atTop :=
    tendsto_atTop_atTop.2 fun b => ⟨b, fun a ha => by show b ≤ 2 * a + 1; omega⟩
  -- the even and odd subsequences are constant, with different values
  have a0 : Tendsto (fun _ : ℕ => S) atTop (𝓝 L) := (hL.comp e0).congr heven
  have a1 : Tendsto (fun _ : ℕ => plainStep t S) atTop (𝓝 L) := (hL.comp e1).congr hodd
  exact h1 ((tendsto_nhds_unique a1 tendsto_const_nhds).symm.trans
    (tendsto_nhds_unique a0 tendsto_const_nhds))

/-- For `S` different from `0` and `it`, the half-mixed update does not reach `it`, and it
squares the ratio `(S + it)/(S - it)`. -/
theorem ratio_mixedStep {t : ℝ} {S : ℂ} (hS0 : S ≠ 0) (hSt : S ≠ I * t) :
    mixedStep t S ≠ I * t ∧ ratio t (mixedStep t S) = ratio t S ^ 2 := by
  have h2S : 2 * S ≠ 0 := mul_ne_zero two_ne_zero hS0
  have hq : plainStep t S * S = -(t : ℂ) ^ 2 := div_mul_cancel₀ _ hS0
  -- the differences from both fixed points become perfect squares over `2S`
  have hp : mixedStep t S + I * t = (S + I * t) ^ 2 / (2 * S) := by
    rw [eq_div_iff h2S]
    unfold mixedStep
    linear_combination hq - (t : ℂ) ^ 2 * I_sq
  have hm : mixedStep t S - I * t = (S - I * t) ^ 2 / (2 * S) := by
    rw [eq_div_iff h2S]
    unfold mixedStep
    linear_combination hq - (t : ℂ) ^ 2 * I_sq
  constructor
  · intro h
    have h0 : (S - I * t) ^ 2 / (2 * S) = 0 := by rw [← hm, h, sub_self]
    exact div_ne_zero (pow_ne_zero 2 (sub_ne_zero.2 hSt)) h2S h0
  · unfold ratio
    rw [hp, hm, div_div_div_cancel_right₀ h2S, div_pow]

/-- The half-mixed update keeps the imaginary part of the self-energy negative. -/
theorem mixedStep_im_neg (t : ℝ) {S : ℂ} (hS : S.im < 0) : (mixedStep t S).im < 0 := by
  have h : plainStep t S = ((-t ^ 2 : ℝ) : ℂ) / S := by simp [plainStep]
  have hp : (plainStep t S).im = t ^ 2 * S.im / normSq S := by
    rw [h, Complex.div_im, ofReal_im, ofReal_re]
    ring
  have hm : (mixedStep t S).im = (S.im + (plainStep t S).im) / 2 := by simp [mixedStep]
  have hn : t ^ 2 * S.im / normSq S ≤ 0 :=
    div_nonpos_of_nonpos_of_nonneg
      (mul_nonpos_iff.2 (Or.inl ⟨sq_nonneg t, hS.le⟩)) (normSq_nonneg S)
  rw [hm, hp]
  linarith

/-- For `t > 0` and `Im S < 0`, the ratio `(S + it)/(S - it)` has modulus below one. -/
theorem norm_ratio_lt_one {t : ℝ} {S : ℂ} (ht : 0 < t) (hS : S.im < 0) :
    ‖ratio t S‖ < 1 := by
  have hb : S - I * t ≠ 0 := sub_ne_zero.2 (ne_of_im_neg ht hS).2
  rw [ratio, norm_div, div_lt_one (norm_pos_iff.2 hb)]
  have h : ‖S + I * t‖ ^ 2 < ‖S - I * t‖ ^ 2 := by
    rw [Complex.sq_norm, Complex.sq_norm, normSq_apply, normSq_apply]
    simp only [add_re, add_im, sub_re, sub_im, mul_re, mul_im, I_re, I_im,
      ofReal_re, ofReal_im]
    nlinarith [mul_pos ht (neg_pos.2 hS)]
  exact lt_of_pow_lt_pow_left₀ 2 (norm_nonneg _) h

/-- For `t > 0` and `Im S < 0`, the `n`-th half-mixed iterate plus `it` equals
`-2it w^(2^n) / (1 - w^(2^n))`, where `w = (S + it)/(S - it)` belongs to the start `S`. -/
theorem mixed_error {t : ℝ} {S : ℂ} (ht : 0 < t) (hS : S.im < 0) (n : ℕ) :
    (mixedStep t)^[n] S + I * t =
      -(2 * I * t) * ratio t S ^ (2 ^ n) / (1 - ratio t S ^ (2 ^ n)) := by
  -- every iterate stays in the lower half plane, and its ratio is a repeated square
  have key : ((mixedStep t)^[n] S).im < 0 ∧
      ratio t ((mixedStep t)^[n] S) = ratio t S ^ (2 ^ n) := by
    induction n with
    | zero => simp [hS]
    | succ n ih =>
      obtain ⟨h0, h1⟩ := ne_of_im_neg ht ih.1
      rw [Function.iterate_succ_apply']
      refine ⟨mixedStep_im_neg t ih.1, ?_⟩
      rw [(ratio_mixedStep h0 h1).2, ih.2, ← pow_mul, pow_succ (2 : ℕ) n]
  obtain ⟨him, hr⟩ := key
  rw [← hr]
  have hlt := norm_ratio_lt_one ht him
  have h1 : 1 - ratio t ((mixedStep t)^[n] S) ≠ 0 := by
    intro h
    rw [← sub_eq_zero.mp h, norm_one] at hlt
    exact lt_irrefl _ hlt
  have h2 : ratio t ((mixedStep t)^[n] S) * ((mixedStep t)^[n] S - I * t) =
      (mixedStep t)^[n] S + I * t :=
    div_mul_cancel₀ _ (sub_ne_zero.2 (ne_of_im_neg ht him).2)
  rw [eq_div_iff h1]
  linear_combination -h2

/-- For `t > 0`, half mixing converges to the retarded self-energy `-it` from every start
with negative imaginary part. -/
theorem mixed_tendsto_retarded {t : ℝ} {S : ℂ} (ht : 0 < t) (hS : S.im < 0) :
    Tendsto (fun n : ℕ => (mixedStep t)^[n] S) atTop (𝓝 (-(I * t))) := by
  have e : Tendsto (fun n : ℕ => 2 ^ n) atTop (atTop : Filter ℕ) :=
    tendsto_atTop_atTop.2 fun b => ⟨b, fun a ha => ha.trans Nat.lt_two_pow_self.le⟩
  have h : Tendsto (fun n : ℕ => ratio t S ^ (2 ^ n)) atTop (𝓝 0) :=
    (tendsto_pow_atTop_nhds_zero_of_norm_lt_one (norm_ratio_lt_one ht hS)).comp e
  -- insert the vanishing power into the exact error formula
  have h2 := ((h.const_mul (-(2 * I * t))).div
    ((tendsto_const_nhds (x := (1 : ℂ))).sub h) (by simp)).sub_const (I * t)
  have hlim : -(2 * I * t) * 0 / (1 - 0) - I * t = -(I * t) := by simp
  rw [hlim] at h2
  exact h2.congr fun n => sub_eq_iff_eq_add.2 (mixed_error ht hS n).symm

/-- For `t > 0`, half mixing converges to the advanced self-energy `+it` from every start
with positive imaginary part. -/
theorem mixed_tendsto_advanced {t : ℝ} {S : ℂ} (ht : 0 < t) (hS : 0 < S.im) :
    Tendsto (fun n : ℕ => (mixedStep t)^[n] S) atTop (𝓝 (I * t)) := by
  -- the update is odd, so the two half planes are mirror images
  have hstep : ∀ x : ℂ, mixedStep t (-x) = -mixedStep t x := by
    intro x
    unfold mixedStep plainStep
    rw [div_neg]
    ring
  have hodd : ∀ n : ℕ, (mixedStep t)^[n] (-S) = -(mixedStep t)^[n] S := by
    intro n
    induction n with
    | zero => simp
    | succ n ih =>
      rw [Function.iterate_succ_apply', Function.iterate_succ_apply', ih, hstep]
  have hneg : (-S).im < 0 := by
    rw [neg_im]
    linarith
  have h := (mixed_tendsto_retarded ht hneg).neg
  rw [neg_neg] at h
  exact h.congr fun n => by simp [hodd]

end

end LeadSelfEnergyMixing
```

```lean
#print axioms LeadSelfEnergyMixing.plain_period_two
-- 'LeadSelfEnergyMixing.plain_period_two' depends on axioms: [propext, Classical.choice, Quot.sound]
#print axioms LeadSelfEnergyMixing.mixed_tendsto_retarded
-- 'LeadSelfEnergyMixing.mixed_tendsto_retarded' depends on axioms: [propext, Classical.choice, Quot.sound]
#print axioms LeadSelfEnergyMixing.mixed_tendsto_advanced
-- 'LeadSelfEnergyMixing.mixed_tendsto_advanced' depends on axioms: [propext, Classical.choice, Quot.sound]
```

## From the factorisation to the missing limit

`ne_of_im_neg` collects the two exclusions used throughout: a self-energy in the lower half-plane is neither \(0\) nor \(it\). In `plainStep_eq_self_iff`, `div_eq_iff` clears the denominator, and `linear_combination` verifies the factorisation using `I_sq`, the identity \(i^2=-1\). The case split on the vanishing product then discards the factor \(S-it\).

In `plain_period_two`, `field_simp` proves that two updates return the start. The statements `heven` and `hodd` extend this to all even and odd iterates. Both subsequences inherit any limit `L` of the full sequence, and `tendsto_nhds_unique` then forces \(P(S)=S\), a contradiction.

## From perfect squares to convergence

Inside `ratio_mixedStep`, the statements `hp` and `hm` are the two perfect-square formulas. The second, `hm`, shows that the update does not reach \(it\), and the quotient of the two gives the squaring law.

`mixedStep_im_neg` computes the imaginary part of the plain update and averages it with that of \(S\). It holds for every real \(t\), because only \(t^2\) enters. `norm_ratio_lt_one` compares the squared distances to \(-it\) and \(it\); there `nlinarith` receives the positive product \(t\,(-\operatorname{Im}S)\), which is the difference computed above up to a factor of four.

The induction `key` in `mixed_error` carries two facts together: the current iterate has negative imaginary part, and its ratio is \(w(S)^{2^n}\). The first fact permits the next use of the squaring law. After the induction, `h2` is the definition of the ratio with its denominator cleared, and `linear_combination` solves it for the error.

`mixed_tendsto_retarded` combines two limits: powers of a number with modulus below one tend to zero, and the exponents \(2^n\) grow without bound. Inserting the result into the error formula gives the limit \(-it\). Finally, `mixed_tendsto_advanced` proves by induction that every iterate is an odd function of the start, applies the retarded result to \(-S\), and changes the sign.
